# Circular dichroism of s–p dipole transitions and the orbital moment of a p state

Of the wave functions in a dipole transition between s and p orbitals, only the angular part of one p shell is kept here. A p state is a vector \(\psi\in\mathbb C^3\) of coefficients of the real orbitals \(p_x,p_y,p_z\), indexed by \(0,1,2\), with inner product \(\langle u,v\rangle=\sum_i \bar u_i v_i\). The dipole matrix element between an s orbital and these orbitals is \(\langle s|r_j|p_i\rangle=\rho\,\delta_{ij}\) with a real radial constant \(\rho\), so that for a polarisation vector \(e\in\mathbb C^3\)
\[ \langle s|\,\bar e\cdot r\,|\psi\rangle=\rho\,\langle e,\psi\rangle . \]
The intensity is therefore defined, with \(\rho^2\) divided out, as \(I(e,\psi)=|\langle e,\psi\rangle|^2\). For a field \(\operatorname{Re}(e\exp(-\mathrm i\omega t))\) of frequency \(\omega\) this describes emission from \(\psi\) to s and absorption from s into \(\psi\). Absorption from \(\psi\) up to an s level has \(\bar e\) in place of \(e\), which reverses the sign of the dichroism. Angular momentum is measured in units of \(\hbar\) and has the matrices \((L_k)_{ij}=-\mathrm i\,\varepsilon_{kij}\), with \(\varepsilon\) the Levi-Civita symbol.

## The dichroism identity

Take real vectors \(a,b\in\mathbb R^3\) and put \(n=a\times b\), \(e_\pm=(a\pm\mathrm i b)/\sqrt2\) and \(I_\pm=I(e_\pm,\psi)\). For all \(a\), \(b\) and \(\psi\),
\[ I_+-I_-=\langle\psi,(n\cdot L)\psi\rangle,\qquad n\cdot L=\sum_k n_kL_k . \]
When \(a\) and \(b\) are orthonormal, \(e_\pm\) are the two circular polarisations of a beam along the unit vector \(n\), and for a normalised \(\psi\) the right side is the orbital moment (the expectation value of the orbital angular momentum) along the beam. The identity itself needs no orthonormality.

The dyad \(|e\rangle\langle e|\) is the matrix with entries \(e_i\bar e_j\). For a normalised \(\psi\) the intensity is its expectation value, and for every \(\psi\)
\[ |\langle e,\psi\rangle|^2=\overline{\langle e,\psi\rangle}\,\langle e,\psi\rangle=\sum_{ij}\bar\psi_i\,e_i\bar e_j\,\psi_j . \]
For \(e_\sigma=(a+\sigma\mathrm i b)/\sqrt2\) with \(\sigma=\pm1\) the entries are
\[ \tfrac12(a_i+\sigma\mathrm i b_i)(a_j-\sigma\mathrm i b_j)=\tfrac12\left[a_ia_j+b_ib_j-\sigma\mathrm i\,(a_ib_j-a_jb_i)\right]. \]
In the difference of the two dyads the symmetric part cancels. Since \(a_ib_j-a_jb_i=\sum_k\varepsilon_{kij}n_k\),
\[ \left(|e_+\rangle\langle e_+|-|e_-\rangle\langle e_-|\right)_{ij}=-\mathrm i\sum_k n_k\varepsilon_{kij}=(n\cdot L)_{ij}, \]
and multiplying by \(\bar\psi_i\psi_j\) and summing over \(i,j\) gives the claim.

## Total intensity and the sum rule

In the sum of the two dyads the antisymmetric part cancels and \(a_ia_j+b_ib_j\) remains. Write \(n_in_j=\sum_{klpq}\varepsilon_{ikl}\varepsilon_{jpq}\,a_kb_la_pb_q\) and expand the product of Levi-Civita symbols as a determinant of Kronecker deltas. This gives, for all \(a,b\),
\[ n_in_j=\delta_{ij}\left[|a|^2|b|^2-(a\cdot b)^2\right]-|b|^2a_ia_j-|a|^2b_ib_j+(a\cdot b)(a_ib_j+b_ia_j). \]
For orthonormal \(a,b\) it reduces to \(n_in_j+a_ia_j+b_ib_j=\delta_{ij}\), so the dyads of \(e_+\), \(e_-\) and \(n\) add up to the unit matrix. With \(I_0=I(n,\psi)\), the intensity for linear polarisation along \(n\), and \(\|\psi\|^2=\sum_i|\psi_i|^2\),
\[ I_++I_-+I_0=\|\psi\|^2 . \]
The three terms are non-negative, so \(|\langle\psi,(n\cdot L)\psi\rangle|=|I_+-I_-|\le\|\psi\|^2\).

Now take finitely many normalised states \(\psi_m\) with real weights \(w_m\), total weight \(N=\sum_m w_m\neq0\), intensities \(I_{\pm,0}^{(m)}\), and a factor \(R\ne0\) that stands for \(\rho^2\) and the remaining prefactors of the cross section. The summed dichroism \(D\) and the summed absorption \(T\) are
\[ D=\sum_m w_mR\,\big(I^{(m)}_+-I^{(m)}_-\big),\qquad T=\sum_m w_mR\,\big(I^{(m)}_++I^{(m)}_-+I^{(m)}_0\big)=RN . \]
The factor \(R\) cancels in the ratio, and
\[ \sum_m w_m\langle\psi_m,(n\cdot L)\psi_m\rangle=N\,\frac{D}{T}. \]
This has the shape of the orbital sum rule of X-ray magnetic circular dichroism, for independent spinless electrons, an s core level and one p shell with a single radial factor. For absorption from the core, \(w_m\) is the hole occupation of \(\psi_m\), \(N\) the number of holes, and the left side the orbital moment carried by the empty states. Each \(L_k\) has trace zero, so a full shell has no orbital moment, and the electrons in the shell carry the opposite moment.

Finally, let \(\psi=cv\) with \(c\in\mathbb C\) and \(v\in\mathbb R^3\). The matrix \(n\cdot L\) is antisymmetric, so \(\langle\psi,(n\cdot L)\psi\rangle=|c|^2\sum_{ij}v_i(n\cdot L)_{ij}v_j=0\) and \(I_+=I_-\). This is orbital quenching seen in the spectrum.

## Two sets of numbers

Take \(a=(1,0,0)\), \(b=(0,1,0)\), \(n=(0,0,1)\) and the normalised state \(\psi=(2,\mathrm i,2)/3\). Then \(\langle e_\pm,\psi\rangle=(\psi_0\mp\mathrm i\psi_1)/\sqrt2=(2\pm1)/(3\sqrt2)\), so \(I_+=1/2\), \(I_-=1/18\) and \(I_0=|\psi_2|^2=4/9\). They add up to \(1\), and \(I_+-I_-=4/9\). Directly, \(L_2\psi=(-\mathrm i\psi_1,\mathrm i\psi_0,0)=(1,2\mathrm i,0)/3\) and \(\langle\psi,L_2\psi\rangle=(2+2)/9=4/9\).

Without the normalisation of \(b\), the results on the total intensity fail. Take \(a=(1,0,0)\), \(b=(0,2,0)\), \(n=(0,0,2)\) and \(\psi=(1,\mathrm i,0)/\sqrt2\). Then \(I_+=9/4\), \(I_-=1/4\), \(I_0=0\). The identity survives, since \(I_+-I_-=2=\langle\psi,(n\cdot L)\psi\rangle\). The total is \(5/2\) where \(\|\psi\|^2=1\), the value \(2\), which is twice the orbital moment along \(z\) because \(n\) has length \(2\), exceeds the bound, and for this single state with weight \(1\) the ratio \(ND/T=4/5\) differs from \(2\). These numbers, like the reduction of the dipole matrix element to \(\rho\langle e,\psi\rangle\), are worked out here in prose and are not among the Lean theorems.

## The p shell, polarisations and intensities in Lean

```lean
import Mathlib

open Matrix Complex

namespace OrbitalDichroism

noncomputable section
```

Real and complex vectors are functions `Fin 3 → ℝ` and `Fin 3 → ℂ`, and `I` in the code is the imaginary unit. The symbol `eps k i j` is a table of three matrices, one for each \(k\), with \(\varepsilon_{012}=1\). The matrices `L k` are defined from it, and `nL n` is \(n\cdot L\) for any real \(n\), of unit length or not.

```lean
/-- The Levi-Civita symbol `ε_kij`. -/
def eps (k i j : Fin 3) : ℝ :=
  (![!![0, 0, 0; 0, 0, 1; 0, -1, 0], !![0, 0, -1; 0, 0, 0; 1, 0, 0],
    !![0, 1, 0; -1, 0, 0; 0, 0, 0]] : Fin 3 → Matrix (Fin 3) (Fin 3) ℝ) k i j

/-- Orbital angular momentum of a p shell in the Cartesian basis, `(L_k)_ij = -i ε_kij`. -/
def L (k : Fin 3) : Matrix (Fin 3) (Fin 3) ℂ := Matrix.of fun i j => -I * (eps k i j : ℂ)

/-- The component `n · L` of the orbital angular momentum along a real vector `n`. -/
def nL (n : Fin 3 → ℝ) : Matrix (Fin 3) (Fin 3) ℂ := ∑ k, (n k : ℂ) • L k
```

The inner product `braket` conjugates its first argument. The vector `circ σ a b` is \(e_\sigma\), defined for every real \(\sigma\) and used at `1` and `-1`, and `lin n` is \(n\) regarded as a complex vector.

```lean
/-- The inner product `⟨u, v⟩` on `ℂ³`, conjugate-linear in `u`. -/
def braket (u v : Fin 3 → ℂ) : ℂ := star u ⬝ᵥ v

/-- The polarisation vector `(a + σ i b)/√2`; `σ = 1` gives `e₊` and `σ = -1` gives `e₋`. -/
def circ (σ : ℝ) (a b : Fin 3 → ℝ) (i : Fin 3) : ℂ :=
  ((a i : ℂ) + σ * I * b i) / ((Real.sqrt 2 : ℝ) : ℂ)

/-- The linear polarisation vector along a real vector `n`. -/
def lin (n : Fin 3 → ℝ) (i : Fin 3) : ℂ := n i
```

The definition `intensity` carries the physical input: the dipole approximation and the selection of one p shell are built into it and are not derived from wave functions. The norm in it is the modulus of a complex number. The `dyad` has entries \(e_i\bar e_j\).

```lean
/-- The dipole intensity `|⟨e, ψ⟩|²` for polarisation `e`, with the radial factor divided out, of
emission from the p state `ψ` to s or of absorption from s into `ψ`. -/
def intensity (e ψ : Fin 3 → ℂ) : ℝ := ‖braket e ψ‖ ^ 2

/-- The dyad `|e⟩⟨e|`. -/
def dyad (e : Fin 3 → ℂ) : Matrix (Fin 3) (Fin 3) ℂ := vecMulVec e (star e)
```

## Dichroism as a difference of dyads

The lemma `nL_eq` writes out \(n\cdot L\), comparing the nine entries one by one.

```lean
/-- The explicit matrix of `n · L`. -/
theorem nL_eq (n : Fin 3 → ℝ) :
    nL n = !![0, -I * n 2, I * n 1; I * n 2, 0, -I * n 0; -I * n 1, I * n 0, 0] := by
  ext i j
  fin_cases i <;> fin_cases j <;>
    simp [nL, L, eps, Fin.sum_univ_three, Matrix.sum_apply] <;> ring
```

In `circ_dyad`, `h` says \(\sqrt2\cdot\sqrt2=2\) in \(\mathbb C\) and `hs` conjugates the \(j\)-th component of \(e_\sigma\). The entry is left in its product form.

```lean
/-- The matrix elements of the dyad of `(a + σ i b)/√2`. -/
theorem circ_dyad (σ : ℝ) (a b : Fin 3 → ℝ) (i j : Fin 3) :
    dyad (circ σ a b) i j = ((a i : ℂ) + σ * I * b i) * (a j - σ * I * b j) / 2 := by
  have h : ((Real.sqrt 2 : ℝ) : ℂ) * ((Real.sqrt 2 : ℝ) : ℂ) = 2 := by
    rw [← ofReal_mul, Real.mul_self_sqrt (by norm_num)]
    norm_num
  have hs : star (circ σ a b j) = ((a j : ℂ) - σ * I * b j) / ((Real.sqrt 2 : ℝ) : ℂ) := by
    simp only [circ, Complex.star_def, map_div₀, map_add, map_mul, conj_ofReal, conj_I]
    ring
  rw [dyad, vecMulVec_apply, Pi.star_apply, hs]
  unfold circ
  rw [div_mul_div_comm, h]
```

The lemma `intensity_eq` turns the squared modulus into a number times its conjugate, expands all sums over the three indices, and lets `ring` match the terms. It holds for every \(\psi\); the right side is an expectation value in the strict sense when \(\psi\) is normalised.

```lean
/-- The intensity for polarisation `e` is the expectation value of `|e⟩⟨e|`. -/
theorem intensity_eq (e ψ : Fin 3 → ℂ) :
    (intensity e ψ : ℂ) = braket ψ (dyad e *ᵥ ψ) := by
  rw [intensity, ← Complex.normSq_eq_norm_sq, ← Complex.mul_conj]
  simp only [braket, dyad, dotProduct, mulVec, vecMulVec_apply, Fin.sum_univ_three,
    Pi.star_apply, Complex.star_def, map_add, map_mul, conj_conj]
  ring
```

The operator identity `dyad_sub` has no hypothesis on `a` and `b`, and `a ⨯₃ b` is the cross product. After the entries of both dyads and of `nL` are inserted, nine polynomial identities remain. They take the place of the contraction with \(\varepsilon_{kij}\).

```lean
/-- For all real `a`, `b`: `|e₊⟩⟨e₊| - |e₋⟩⟨e₋| = (a × b) · L`. -/
theorem dyad_sub (a b : Fin 3 → ℝ) :
    dyad (circ 1 a b) - dyad (circ (-1) a b) = nL (a ⨯₃ b) := by
  ext i j
  rw [Matrix.sub_apply, circ_dyad, circ_dyad, nL_eq]
  fin_cases i <;> fin_cases j <;> simp [cross_apply] <;> ring
```

The main theorem is an equation between complex numbers whose left side is a real number cast into \(\mathbb C\), so it also shows that \(\langle\psi,(n\cdot L)\psi\rangle\) is real. The state `ψ` is arbitrary; for a normalised state the right side is the expectation value, and otherwise it is divided by \(\|\psi\|^2\) to obtain one. The proof rewrites both intensities as expectation values, replaces `nL` by the difference of dyads, and uses linearity of the matrix–vector product `*ᵥ` and of the dot product.

```lean
/-- For all real `a`, `b` and every `ψ` in `ℂ³`, the intensity difference `|⟨e₊,ψ⟩|² - |⟨e₋,ψ⟩|²`
equals `⟨ψ, (n · L) ψ⟩` with `n = a × b`. -/
theorem dichroism_eq_orbital_moment (a b : Fin 3 → ℝ) (ψ : Fin 3 → ℂ) :
    ((intensity (circ 1 a b) ψ - intensity (circ (-1) a b) ψ : ℝ) : ℂ)
      = braket ψ (nL (a ⨯₃ b) *ᵥ ψ) := by
  rw [ofReal_sub, intensity_eq, intensity_eq, ← dyad_sub]
  unfold braket
  rw [Matrix.sub_mulVec, dotProduct_sub]
```

## Completeness, the bound and the normalised ratio

The hypotheses `ha`, `hb` and `hab` say \(|a|^2=1\), \(|b|^2=1\) and \(a\cdot b=0\). In `dyad_complete`, `key` is the identity for \(n_in_j\), verified entry by entry without the determinant formula, and `hk` is its orthonormal form. The two circular entries add to \(a_ia_j-\mathrm i^2b_ib_j\), and for this reason the closing `linear_combination` uses `I_sq`, which states \(\mathrm i^2=-1\), with coefficient \(-b_ib_j\).

```lean
/-- For orthonormal `a`, `b` the dyads of `e₊`, `e₋` and `n = a × b` add up to the identity. -/
theorem dyad_complete {a b : Fin 3 → ℝ} (ha : a ⬝ᵥ a = 1) (hb : b ⬝ᵥ b = 1)
    (hab : a ⬝ᵥ b = 0) :
    dyad (circ 1 a b) + dyad (circ (-1) a b) + dyad (lin (a ⨯₃ b)) = 1 := by
  ext i j
  -- polynomial identity for `n_i n_j`, valid for all `a`, `b`
  have key : (a ⨯₃ b) i * (a ⨯₃ b) j
      = (if i = j then 1 else 0) * ((a ⬝ᵥ a) * (b ⬝ᵥ b) - (a ⬝ᵥ b) ^ 2)
        - ((b ⬝ᵥ b) * (a i * a j) + (a ⬝ᵥ a) * (b i * b j)
          - (a ⬝ᵥ b) * (a i * b j + b i * a j)) := by
    fin_cases i <;> fin_cases j <;>
      simp [cross_apply, dotProduct, Fin.sum_univ_three] <;> ring
  rw [ha, hb, hab] at key
  generalize a ⨯₃ b = n at key ⊢
  have hk : n i * n j + a i * a j + b i * b j = if i = j then 1 else 0 := by
    linear_combination key
  have hl : dyad (lin n) i j = (n i : ℂ) * n j := by
    simp [dyad, lin, vecMulVec_apply]
  rw [Matrix.add_apply, Matrix.add_apply, circ_dyad, circ_dyad, hl, Matrix.one_apply]
  by_cases h : i = j
  · rw [if_pos h] at hk ⊢
    have hc := congrArg Complex.ofReal hk
    push_cast at hc ⊢
    linear_combination hc - ((b i : ℂ) * b j) * I_sq
  · rw [if_neg h] at hk ⊢
    have hc := congrArg Complex.ofReal hk
    push_cast at hc ⊢
    linear_combination hc - ((b i : ℂ) * b j) * I_sq
```

In `total_intensity`, `h1` writes \(\|\psi\|^2\) as the expectation value of the unit matrix, which is then replaced by the sum of the three dyads.

```lean
/-- For orthonormal `a`, `b` the intensities for `e₊`, `e₋` and `n = a × b` add up to `‖ψ‖²`. -/
theorem total_intensity {a b : Fin 3 → ℝ} (ha : a ⬝ᵥ a = 1) (hb : b ⬝ᵥ b = 1)
    (hab : a ⬝ᵥ b = 0) (ψ : Fin 3 → ℂ) :
    intensity (circ 1 a b) ψ + intensity (circ (-1) a b) ψ + intensity (lin (a ⨯₃ b)) ψ
      = ∑ i, ‖ψ i‖ ^ 2 := by
  have h1 : ((∑ i, ‖ψ i‖ ^ 2 : ℝ) : ℂ)
      = braket ψ ((1 : Matrix (Fin 3) (Fin 3) ℂ) *ᵥ ψ) := by
    rw [one_mulVec, ofReal_sum]
    unfold braket dotProduct
    refine Finset.sum_congr rfl fun i _ => ?_
    rw [← Complex.normSq_eq_norm_sq, Complex.normSq_eq_conj_mul_self]
    rfl
  apply Complex.ofReal_injective
  rw [h1, ← dyad_complete ha hb hab, ofReal_add, ofReal_add, intensity_eq, intensity_eq,
    intensity_eq]
  simp only [braket, Matrix.add_mulVec, dotProduct_add]
```

The bound follows by rewriting the moment as \(I_+-I_-\) and \(\|\psi\|^2\) as \(I_++I_-+I_0\). Both halves of the absolute-value inequality are then linear in three non-negative numbers.

```lean
/-- For orthonormal `a`, `b` and `n = a × b`, `|⟨ψ, (n · L) ψ⟩| ≤ ‖ψ‖²`. -/
theorem orbital_moment_le {a b : Fin 3 → ℝ} (ha : a ⬝ᵥ a = 1) (hb : b ⬝ᵥ b = 1)
    (hab : a ⬝ᵥ b = 0) (ψ : Fin 3 → ℂ) :
    ‖braket ψ (nL (a ⨯₃ b) *ᵥ ψ)‖ ≤ ∑ i, ‖ψ i‖ ^ 2 := by
  have pos : ∀ e, 0 ≤ intensity e ψ := fun e => sq_nonneg _
  have h1 := pos (circ 1 a b)
  have h2 := pos (circ (-1) a b)
  have h3 := pos (lin (a ⨯₃ b))
  rw [← dichroism_eq_orbital_moment, Complex.norm_real, Real.norm_eq_abs,
    ← total_intensity ha hb hab ψ, abs_le]
  constructor <;> linarith
```

In `orbital_sum_rule` the finite type `ι` labels the states, `hψ` normalises each of them, and `hw` and `hR` keep the denominator \(T=RN\) away from zero. The states need not be orthogonal, and the weights need not be positive. That one number `R` serves all states and polarisations is an assumption: it says that the radial factor does not vary across the spectrum, and the sums over `m` stand for the energy integrals. Spin, spin–orbit coupling, many-electron states and other shells are absent. The denominator includes \(I_0\), which a beam along \(n\) cannot excite, since its polarisation is transverse. In the proof `hT` gives \(T=RN\), `hD` pulls \(R\) out of \(D\), `hc` cancels \(R\) and \(N\), and the main theorem is applied to each term.

```lean
/-- For orthonormal `a`, `b`, normalised p states `ψ m`, real weights `w m` with nonzero total and a
common nonzero factor `R`, the weighted sum of `⟨n · L⟩` equals the total weight times the summed
dichroism divided by the absorption summed over `e₊`, `e₋` and `n = a × b`. -/
theorem orbital_sum_rule {ι : Type*} [Fintype ι] {a b : Fin 3 → ℝ} (ha : a ⬝ᵥ a = 1)
    (hb : b ⬝ᵥ b = 1) (hab : a ⬝ᵥ b = 0) (ψ : ι → Fin 3 → ℂ)
    (hψ : ∀ m, ∑ i, ‖ψ m i‖ ^ 2 = 1) (w : ι → ℝ) (hw : ∑ m, w m ≠ 0) (R : ℝ) (hR : R ≠ 0) :
    ∑ m, (w m : ℂ) * braket (ψ m) (nL (a ⨯₃ b) *ᵥ ψ m)
      = (((∑ m, w m) *
        ((∑ m, w m * (R * (intensity (circ 1 a b) (ψ m) - intensity (circ (-1) a b) (ψ m)))) /
          ∑ m, w m * (R * (intensity (circ 1 a b) (ψ m) + intensity (circ (-1) a b) (ψ m)
            + intensity (lin (a ⨯₃ b)) (ψ m)))) : ℝ) : ℂ) := by
  -- the total absorption counts the weight
  have hT : ∑ m, w m * (R * (intensity (circ 1 a b) (ψ m) + intensity (circ (-1) a b) (ψ m)
      + intensity (lin (a ⨯₃ b)) (ψ m))) = R * ∑ m, w m := by
    rw [Finset.mul_sum]
    refine Finset.sum_congr rfl fun m _ => ?_
    rw [total_intensity ha hb hab, hψ m]
    ring
  have hD : ∑ m, w m * (R * (intensity (circ 1 a b) (ψ m) - intensity (circ (-1) a b) (ψ m)))
      = R * ∑ m, w m * (intensity (circ 1 a b) (ψ m) - intensity (circ (-1) a b) (ψ m)) := by
    rw [Finset.mul_sum]
    exact Finset.sum_congr rfl fun m _ => by ring
  -- the radial factor cancels in the ratio
  have hc : ∀ N D : ℝ, N ≠ 0 → N * (R * D / (R * N)) = D := fun N D hN => by field_simp
  rw [hT, hD, hc _ _ hw, ofReal_sum]
  refine Finset.sum_congr rfl fun m _ => ?_
  rw [ofReal_mul, dichroism_eq_orbital_moment]
```

## States that are real up to a complex factor

The last theorem holds for all real `a`, `b`, `v` and complex `c`. Its step `h` expands \(\langle cv,(n\cdot L)cv\rangle\) with the explicit matrix, where the terms cancel in pairs, and the main theorem turns this zero into equal intensities. The implication runs in one direction: equal intensities for one pair \(a,b\) say only that the moment along \(a\times b\) vanishes.

```lean
/-- A p state that is a complex multiple of a real vector has equal intensities for `e₊`
and `e₋`. -/
theorem no_dichroism_of_real (a b v : Fin 3 → ℝ) (c : ℂ) :
    intensity (circ 1 a b) (fun i => c * v i) = intensity (circ (-1) a b) (fun i => c * v i) := by
  have h : ∀ n : Fin 3 → ℝ,
      braket (fun i => c * v i) (nL n *ᵥ fun i => c * v i) = 0 := by
    intro n
    simp only [braket, dotProduct, mulVec, Fin.sum_univ_three, Pi.star_apply]
    simp [nL_eq]
    ring
  have h2 := dichroism_eq_orbital_moment a b (fun i => c * v i)
  rw [h] at h2
  exact sub_eq_zero.mp (Complex.ofReal_eq_zero.mp h2)

end

end OrbitalDichroism
```

```lean
#print axioms OrbitalDichroism.dichroism_eq_orbital_moment
-- 'OrbitalDichroism.dichroism_eq_orbital_moment' depends on axioms: [propext, Classical.choice, Quot.sound]
#print axioms OrbitalDichroism.orbital_moment_le
-- 'OrbitalDichroism.orbital_moment_le' depends on axioms: [propext, Classical.choice, Quot.sound]
#print axioms OrbitalDichroism.orbital_sum_rule
-- 'OrbitalDichroism.orbital_sum_rule' depends on axioms: [propext, Classical.choice, Quot.sound]
#print axioms OrbitalDichroism.no_dichroism_of_real
-- 'OrbitalDichroism.no_dichroism_of_real' depends on axioms: [propext, Classical.choice, Quot.sound]
```
